# On a quadratic energy surface with symmetric invertible Hessian $A$, DIIS coefficients minimise the energy exactly when they minimise $v^TA^{-1}v$ for the mixed gradient $v$

## Quadratic energy, stored geometries and sum-one coefficients

A geometry is a real vector $x$ whose components are labelled by a finite type `n`. The stored geometries $x_i$ are labelled by a second finite type `ι`. In the code, `⬝ᵥ` is the ordinary dot product and `*ᵥ` applies a matrix to a vector.

```lean
import Mathlib

open Matrix

namespace GeometryDIIS

noncomputable section

variable {n ι : Type*} [Fintype n] [DecidableEq n] [Fintype ι]
```

The energy is a quadratic model with a constant Hessian $A$ and a linear term given by a vector $b$:

$$f(x)=\tfrac12x^TAx-b^Tx.$$

```lean
/-- The quadratic model energy `xᵀ A x / 2 - bᵀ x` with Hessian `A`. -/
def energy (A : Matrix n n ℝ) (b x : n → ℝ) : ℝ := x ⬝ᵥ (A *ᵥ x) / 2 - b ⬝ᵥ x
```

For symmetric $A$, its gradient is $g(x)=Ax-b$. The definition below is this formula; it is not obtained by differentiation in Lean.

```lean
/-- The gradient `A x - b` of the quadratic model energy. -/
def gradient (A : Matrix n n ℝ) (b x : n → ℝ) : n → ℝ := A *ᵥ x - b
```

DIIS (direct inversion in the iterative subspace) forms a linear combination of stored vectors with real coefficients $c_i$ that sum to one. The usual criterion is that they minimise the Euclidean norm of the mixed residual; here the residuals are gradients. The same operation serves for geometries, $\sum_i c_ix_i$, and for gradients, $\sum_i c_ig_i$ with $g_i=Ax_i-b$.

```lean
/-- The linear combination of stored vectors with DIIS coefficients `c`. -/
def mix (c : ι → ℝ) (x : ι → n → ℝ) : n → ℝ := ∑ i, c i • x i
```

A residual gradient $v$ is assigned the number $v^TA^{-1}v$. This is a squared norm when $A$ is positive definite; for an indefinite $A$ it can be negative. Lean's matrix inverse is defined for every square matrix, but it is the true inverse only when $A$ is invertible, which the theorems using it ensure.

```lean
/-- The quadratic form `vᵀ A⁻¹ v` of a residual gradient `v`, with `A⁻¹` the Lean matrix inverse. -/
def residualSq (A : Matrix n n ℝ) (v : n → ℝ) : ℝ := v ⬝ᵥ (A⁻¹ *ᵥ v)
```

An optimal coefficient vector satisfies $\sum_i c_i=1$ and does at least as well as every other vector $d$ with $\sum_i d_i=1$. Coefficients may be negative, so extrapolation is allowed. The predicate says that a given $c$ is a minimiser. It does not say that a minimiser exists or that it is unique.

```lean
/-- The coefficients `c` sum to one and minimise `F` among all coefficients that sum to one. -/
def MinimisesSumOne (F : (ι → ℝ) → ℝ) (c : ι → ℝ) : Prop :=
  ∑ i, c i = 1 ∧ ∀ d : ι → ℝ, ∑ i, d i = 1 → F c ≤ F d
```

## The gradient of a mixture is the mixture of gradients

Symmetry of the Hessian lets the two vectors in a quadratic expression change places:

$$u^TAv=(A^Tu)^Tv=(Au)^Tv=v^TAu.$$

```lean
omit [DecidableEq n] in
/-- A symmetric Hessian gives a symmetric bilinear form. -/
theorem dot_symm {A : Matrix n n ℝ} (hA : A.IsSymm) (u v : n → ℝ) :
    u ⬝ᵥ (A *ᵥ v) = v ⬝ᵥ (A *ᵥ u) := by
  rw [Matrix.dotProduct_mulVec, ← Matrix.mulVec_transpose, hA.eq, dotProduct_comm]
```

The gradient is affine in the geometry. The constraint $\sum_i c_i=1$ is what makes the constant term come out right:

$$\sum_i c_i(Ax_i-b)=A\sum_i c_ix_i-\Big(\sum_i c_i\Big)b=A\sum_i c_ix_i-b.$$

```lean
omit [DecidableEq n] in
/-- For coefficients that sum to one, the gradient at the mixed geometry is the mixture of the
stored gradients. -/
theorem gradient_mix (A : Matrix n n ℝ) (b : n → ℝ) (x : ι → n → ℝ) {c : ι → ℝ}
    (hc : ∑ i, c i = 1) :
    gradient A b (mix c x) = mix c (fun i => gradient A b (x i)) := by
  have h : A *ᵥ (∑ i, c i • x i) = ∑ i, c i • (A *ᵥ x i) := by
    rw [← Matrix.mulVecLin_apply, map_sum]
    simp only [map_smul, Matrix.mulVecLin_apply]
  simp only [gradient, mix, smul_sub, Finset.sum_sub_distrib]
  rw [h, ← Finset.sum_smul, hc, one_smul]
```

The auxiliary equation `h` moves $A$ through the sum, and the last rewrite replaces the coefficient of $b$ by one.

## Completing the square

Suppose that $A$ is symmetric and invertible. Invertibility, written `IsUnit A.det`, means that $A$ has no zero eigenvalue. In the Cartesian coordinates of a free molecule, for instance, overall translations give zero eigenvalues, and at a stationary point so do overall rotations; these motions must be removed first. The stationary point is then $x_*=A^{-1}b$. With $g=Ax-b$ we have $A^{-1}g=x-x_*$, and therefore

$$\begin{aligned}
g^TA^{-1}g&=(Ax-b)^T(x-x_*)\\
&=x^TAx-b^Tx-(Ax)^Tx_*+b^Tx_*\\
&=x^TAx-2b^Tx+b^Tx_*.
\end{aligned}$$

The last line uses $(Ax)^Tx_*=x^TAx_*=x^Tb$. Since $f(x_*)=\tfrac12x_*^Tb-b^Tx_*=-\tfrac12b^Tx_*$, it follows that

$$f(x)=f(x_*)+\tfrac12g^TA^{-1}g.$$

```lean
/-- For a symmetric invertible Hessian, the energy at `x` is its value at the stationary point `A⁻¹
b` plus half of `gᵀ A⁻¹ g`, where `g` is the gradient at `x`. -/
theorem energy_eq_residual {A : Matrix n n ℝ} (hA : A.IsSymm) (hdet : IsUnit A.det)
    (b x : n → ℝ) :
    energy A b x = energy A b (A⁻¹ *ᵥ b) + residualSq A (gradient A b x) / 2 := by
  have h1 : A⁻¹ *ᵥ (A *ᵥ x - b) = x - A⁻¹ *ᵥ b := by
    rw [Matrix.mulVec_sub, Matrix.mulVec_mulVec, Matrix.nonsing_inv_mul A hdet,
      Matrix.one_mulVec]
  have h2 : A *ᵥ (A⁻¹ *ᵥ b) = b := by
    rw [Matrix.mulVec_mulVec, Matrix.mul_nonsing_inv A hdet, Matrix.one_mulVec]
  -- the cross term no longer contains the inverse Hessian
  have h3 : (A *ᵥ x) ⬝ᵥ (A⁻¹ *ᵥ b) = b ⬝ᵥ x := by
    rw [dotProduct_comm, dot_symm hA, h2, dotProduct_comm]
  have h4 := dotProduct_comm (A *ᵥ x) x
  have h5 := dotProduct_comm (A⁻¹ *ᵥ b) b
  unfold energy residualSq gradient
  rw [h1, h2]
  simp only [sub_dotProduct, dotProduct_sub]
  linarith
```

Here `h1` is $A^{-1}g=x-x_*$, `h2` is $Ax_*=b$, and `h3` evaluates the cross term. Once the products are expanded, `linarith` collects the terms.

## Energy and inverse-Hessian residual have the same minimisers

Let $d$ be any coefficients with sum one. The two preceding results give

$$f\Big(\sum_i d_ix_i\Big)=f(x_*)+\tfrac12v_d^TA^{-1}v_d,\qquad v_d=\sum_i d_ig_i.$$

The first term does not depend on $d$, and the factor $\tfrac12$ is positive. An inequality between two energies is therefore the same as the inequality between the two residuals, so the objectives have the same minimisers.

```lean
/-- For a symmetric invertible Hessian, DIIS coefficients minimise the energy of the mixed geometry
if and only if they minimise `vᵀ A⁻¹ v` for the mixed gradient `v`. -/
theorem energy_optimal_iff_residual_optimal {A : Matrix n n ℝ} (hA : A.IsSymm)
    (hdet : IsUnit A.det) (b : n → ℝ) (x : ι → n → ℝ) (c : ι → ℝ) :
    MinimisesSumOne (fun d => energy A b (mix d x)) c ↔
      MinimisesSumOne (fun d => residualSq A (mix d (fun i => gradient A b (x i)))) c := by
  -- on sum-one coefficients the objectives differ by a constant and a factor one half
  have key : ∀ d : ι → ℝ, ∑ i, d i = 1 → energy A b (mix d x) =
      energy A b (A⁻¹ *ᵥ b) + residualSq A (mix d (fun i => gradient A b (x i))) / 2 := by
    intro d hd
    rw [← gradient_mix A b x hd]
    exact energy_eq_residual hA hdet b _
  constructor
  · rintro ⟨hc, h⟩
    refine ⟨hc, fun d hd => ?_⟩
    have h' : energy A b (mix c x) ≤ energy A b (mix d x) := h d hd
    rw [key c hc, key d hd] at h'
    linarith
  · rintro ⟨hc, h⟩
    refine ⟨hc, fun d hd => ?_⟩
    have h' : residualSq A (mix c (fun i => gradient A b (x i))) ≤
      residualSq A (mix d (fun i => gradient A b (x i))) := h d hd
    change energy A b (mix c x) ≤ energy A b (mix d x)
    rw [key c hc, key d hd]
    linarith
```

The identity is `key`, and each direction of the equivalence applies it to $c$ and to a competitor $d$. Positive definiteness is not assumed. If $A$ has negative curvature along some difference of stored geometries, neither objective has a minimiser, and the equivalence holds with both sides false.

For geometry optimisation, this identifies a weighting that turns the DIIS gradient criterion into an energy criterion, on an exactly quadratic surface whose exact Hessian is used. It gives no estimate for anharmonic surfaces or approximate Hessians.

With a single stored geometry, the constraint forces $c=1$ and both objectives are trivially minimised.

The statement could also have been modelled with the mixed geometry $y=\sum_i c_ix_i$ as the variable, ranging over the affine span of the stored geometries. The equivalence would then follow from completing the square alone, and different coefficient vectors giving the same $y$ would count as one solution. The coefficient form keeps the quantities that DIIS solves for, and needs the mixing rule for gradients to connect them with the energy.

## Positive curvature makes the residual size a squared norm

Now let $A$ be positive definite, so that the model surface curves upwards in every direction and has a true minimum. For $v\neq0$ put $w=A^{-1}v$, which is also nonzero. Then

$$v^TA^{-1}v=w^TAw>0.$$

```lean
/-- For a positive definite Hessian, every nonzero residual has positive squared size in the
inverse-Hessian metric. -/
theorem residualSq_pos {A : Matrix n n ℝ} (hA : A.PosDef) {v : n → ℝ} (hv : v ≠ 0) :
    0 < residualSq A v := by
  simpa [residualSq] using hA.inv.dotProduct_mulVec_pos hv
```

Mathlib supplies the positive definiteness of $A^{-1}$ as `hA.inv`, which gives the inequality directly.

## Optimal mixtures have gradients orthogonal to geometry differences

For symmetric $A$, a displacement $h$ from a geometry $y$ changes the energy by a linear and a quadratic term, with no remainder:

$$\begin{aligned}
f(y+h)&=\tfrac12(y+h)^TA(y+h)-b^T(y+h)\\
&=f(y)+h^T(Ay-b)+\tfrac12h^TAh,
\end{aligned}$$

because $y^TAh=h^TAy$.

```lean
omit [DecidableEq n] in
/-- The exact second-order expansion of the energy about a geometry `y`. -/
theorem energy_add {A : Matrix n n ℝ} (hA : A.IsSymm) (b y h : n → ℝ) :
    energy A b (y + h) = energy A b y + h ⬝ᵥ gradient A b y + h ⬝ᵥ (A *ᵥ h) / 2 := by
  have h1 := dot_symm hA y h
  have h2 := dotProduct_comm h b
  simp only [energy, gradient, Matrix.mulVec_add, dotProduct_add, add_dotProduct, dotProduct_sub]
  linarith
```

Let $y=\sum_k c_kx_k$ with $\sum_k c_k=1$, and let $v=\sum_k c_kg_k$ be the gradient at $y$. For positive definite $A$, the coefficients are optimal exactly when $(x_i-x_j)^Tv=0$ for all $i$ and $j$.

Suppose first that $c$ is optimal. Moving weight $t$ from geometry $j$ to geometry $i$ preserves the sum and displaces $y$ by $t(x_i-x_j)$. Write $s=(x_i-x_j)^Tv$ and $q=(x_i-x_j)^TA(x_i-x_j)\ge0$. Optimality requires $ts+\tfrac12t^2q\ge0$ for every real $t$. At $t=-s/(q+1)$ the left side is

$$-\frac{s^2}{q+1}+\frac{s^2q}{2(q+1)^2}=-\frac{s^2(q+2)}{2(q+1)^2},$$

which is negative unless $s=0$. The denominator $q+1$ also covers $q=0$, which occurs when the two geometries coincide.

Conversely, suppose that all these products vanish. Then every $x_i^Tv$ equals $x_k^Tv$ for one fixed $k$. For a competitor $d$ with sum one, the displacement is $h=\sum_i(d_i-c_i)x_i$, and

$$h^Tv=\Big(\sum_i(d_i-c_i)\Big)x_k^Tv=0.$$

The expansion leaves $f(y+h)=f(y)+\tfrac12h^TAh\ge f(y)$, so $c$ minimises the energy and hence the residual.

```lean
/-- For a positive definite Hessian, sum-one coefficients minimise the inverse-Hessian residual
if and only if the mixed gradient is orthogonal to all differences of stored geometries. -/
theorem residual_optimal_iff_orthogonal {A : Matrix n n ℝ} (hA : A.PosDef) (b : n → ℝ)
    (x : ι → n → ℝ) (c : ι → ℝ) :
    MinimisesSumOne (fun d => residualSq A (mix d (fun i => gradient A b (x i)))) c ↔
      ∑ i, c i = 1 ∧
        ∀ i j, (x i - x j) ⬝ᵥ mix c (fun k => gradient A b (x k)) = 0 := by
  classical
  have hs : A.IsSymm := by
    have h := hA.isHermitian.eq
    rw [Matrix.conjTranspose_eq_transpose_of_trivial] at h
    exact h
  have hq : ∀ h : n → ℝ, 0 ≤ h ⬝ᵥ (A *ᵥ h) := fun h => by
    simpa using hA.posSemidef.dotProduct_mulVec_nonneg h
  -- a parabola through zero that is nowhere negative has no linear term
  have aux : ∀ s q : ℝ, 0 ≤ q → (∀ t : ℝ, 0 ≤ t * s + t * (t * q) / 2) → s = 0 := by
    intro s q hq0 ht
    by_contra hne
    have h1 := ht (-s / (q + 1))
    have hq1 : q + 1 ≠ 0 := by positivity
    have h2 : -s / (q + 1) * s + -s / (q + 1) * (-s / (q + 1) * q) / 2 =
        -(s ^ 2 * (q + 2) / (2 * (q + 1) ^ 2)) := by
      field_simp
      ring
    have h3 : 0 < s ^ 2 * (q + 2) / (2 * (q + 1) ^ 2) := by positivity
    linarith
  rw [← energy_optimal_iff_residual_optimal hs hA.det_pos.ne'.isUnit b x c]
  constructor
  · rintro ⟨hc, h⟩
    refine ⟨hc, fun i j => ?_⟩
    rw [← gradient_mix A b x hc]
    refine aux _ _ (hq (x i - x j)) fun t => ?_
    -- move weight t from geometry j to geometry i
    let d : ι → ℝ := fun k => c k + t * ((if k = i then 1 else 0) - (if k = j then 1 else 0))
    have hd : ∑ k, d k = 1 := by
      simp [d, Finset.sum_add_distrib, ← Finset.mul_sum, Finset.sum_sub_distrib, hc]
    have hm : mix d x = mix c x + t • (x i - x j) := by
      simp [d, mix, add_smul, mul_smul, sub_smul, Finset.sum_add_distrib, ← Finset.smul_sum,
        Finset.sum_sub_distrib]
    have h' : energy A b (mix c x) ≤ energy A b (mix d x) := h d hd
    rw [hm, energy_add hs, Matrix.mulVec_smul, smul_dotProduct, smul_dotProduct,
      dotProduct_smul] at h'
    simp only [smul_eq_mul] at h'
    linarith
  · rintro ⟨hc, h⟩
    refine ⟨hc, fun d hd => ?_⟩
    rw [← gradient_mix A b x hc] at h
    have hne : ∑ i, c i ≠ 0 := by rw [hc]; exact one_ne_zero
    obtain ⟨k, _, _⟩ := Finset.exists_ne_zero_of_sum_ne_zero hne
    have hm : mix d x = mix c x + mix (fun i => d i - c i) x := by
      simp [mix, sub_smul, Finset.sum_sub_distrib]
    -- all stored geometries have the same overlap with the mixed gradient
    have h0 : mix (fun i => d i - c i) x ⬝ᵥ gradient A b (mix c x) = 0 := by
      have hk : ∀ i, x i ⬝ᵥ gradient A b (mix c x) = x k ⬝ᵥ gradient A b (mix c x) := by
        intro i
        have := h i k
        rw [sub_dotProduct] at this
        linarith
      conv_lhs => rw [mix, sum_dotProduct]
      simp only [smul_dotProduct, smul_eq_mul, hk]
      rw [← Finset.sum_mul, Finset.sum_sub_distrib, hd, hc, sub_self, zero_mul]
    change energy A b (mix c x) ≤ energy A b (mix d x)
    rw [hm, energy_add hs, h0]
    linarith [hq (mix (fun i => d i - c i) x)]
```

The proof first uses the main equivalence to replace the residual by the energy. The fact about parabolas is `aux`. In the forward direction, `d` is the coefficient vector with shifted weight and `hm` computes its displacement. In the reverse direction, `hk` states that the products $x_i^Tv$ are all equal, and `h0` removes the linear term.

## The Euclidean gradient norm can select a higher energy

Take $A=\mathrm{diag}(1,2)$, $b=0$, $x_0=(1,0)$ and $x_1=(0,1)$. The stored gradients are $(1,0)$ and $(0,2)$, so the mixed gradient is $(d_0,2d_1)$. With $d_0=1-d_1$, its squared Euclidean norm is

$$d_0^2+4d_1^2=\tfrac45+\tfrac15(5d_1-1)^2,$$

which is smallest at $(d_0,d_1)=(4/5,1/5)$. The energy is $\tfrac12d_0^2+d_1^2$. It equals $9/25$ at these coefficients but only $1/3$ at $(2/3,1/3)$, so the Euclidean choice does not minimise it.

```lean
/-- For the positive definite Hessian `diag(1, 2)` and two unit displacements, the coefficients
`(4/5, 1/5)` minimise the Euclidean norm of the mixed gradient but not the energy. -/
theorem euclidean_not_energy_optimal :
    let A : Matrix (Fin 2) (Fin 2) ℝ := Matrix.diagonal ![1, 2]
    let x : Fin 2 → Fin 2 → ℝ := ![![1, 0], ![0, 1]]
    A.PosDef ∧
      MinimisesSumOne (fun d => mix d (fun i => gradient A 0 (x i)) ⬝ᵥ
        mix d (fun i => gradient A 0 (x i))) ![4 / 5, 1 / 5] ∧
      ¬ MinimisesSumOne (fun d => energy A 0 (mix d x)) ![4 / 5, 1 / 5] := by
  intro A x
  have hE : ∀ d : Fin 2 → ℝ, energy A 0 (mix d x) = d 0 ^ 2 / 2 + d 1 ^ 2 := by
    intro d
    simp [A, x, energy, mix, dotProduct, Matrix.mulVec_diagonal, Fin.sum_univ_two]
    ring
  have hG : ∀ d : Fin 2 → ℝ, mix d (fun i => gradient A 0 (x i)) ⬝ᵥ
      mix d (fun i => gradient A 0 (x i)) = d 0 ^ 2 + 4 * d 1 ^ 2 := by
    intro d
    simp [A, x, gradient, mix, dotProduct, Fin.sum_univ_two]
    ring
  refine ⟨?_, ⟨?_, ?_⟩, ?_⟩
  · refine Matrix.PosDef.diagonal fun i => ?_
    fin_cases i <;> norm_num
  · norm_num [Fin.sum_univ_two]
  · intro d hd
    rw [Fin.sum_univ_two] at hd
    have h0 : d 0 = 1 - d 1 := by linarith
    simp only [hG]
    rw [h0]
    norm_num
    nlinarith [sq_nonneg (5 * d 1 - 1)]
  · -- the coefficients (2/3, 1/3) give a lower energy
    rintro ⟨_, h⟩
    have h1 := h ![2 / 3, 1 / 3] (by norm_num [Fin.sum_univ_two])
    simp only [hE] at h1
    norm_num at h1

end

end GeometryDIIS
```

The formulas for the energy and the squared norm are `hE` and `hG`. The completed square enters through `sq_nonneg (5 * d 1 - 1)`, and the final step compares the two energies.

```lean
#print axioms GeometryDIIS.energy_optimal_iff_residual_optimal
-- 'GeometryDIIS.energy_optimal_iff_residual_optimal' depends on axioms: [propext, Classical.choice, Quot.sound]
#print axioms GeometryDIIS.residualSq_pos
-- 'GeometryDIIS.residualSq_pos' depends on axioms: [propext, Classical.choice, Quot.sound]
#print axioms GeometryDIIS.residual_optimal_iff_orthogonal
-- 'GeometryDIIS.residual_optimal_iff_orthogonal' depends on axioms: [propext, Classical.choice, Quot.sound]
#print axioms GeometryDIIS.euclidean_not_energy_optimal
-- 'GeometryDIIS.euclidean_not_energy_optimal' depends on axioms: [propext, Classical.choice, Quot.sound]
```
